# Where the surface stiffness is negative, shallow hill-and-valley faceting lowers the energy

## A roof that costs less than a flat surface

Take a surface whose height varies along one horizontal direction only, and describe it by its profile. Its orientation is then one angle $\theta$, measured from the horizontal. Let its energy per unit length of the profile, for unit width of surface, be $\gamma(\theta)=2+\cos 2\theta$ in arbitrary units. A horizontal surface then costs $\gamma(0)=3$ per unit length.

Replace it by a roof of slopes $+1$ and $-1$, whose edges are given no energy of their own. Both sides lie at $\theta=\pm\pi/4$, where $\gamma=2$, and each unit of horizontal length now carries $\sqrt2$ units of surface. The cost is $2\sqrt2\approx2.83$, less than 3. The roof has more surface, but of a cheaper kind.

Slopes $\pm2$ go too far: the cost is $7/\sqrt5\approx3.13$. The gain in $\gamma$ no longer pays for the extra length.

## Energy per projected length

For a general $\gamma$, a surface of slope $p$ has orientation $\theta=\arctan p$ and length $\sqrt{1+p^2}$ per unit of horizontal length. Its energy per projected length is
$$f(p)=\gamma(\arctan p)\,\sqrt{1+p^2}.$$

Divide a surface of slope $p$ into facets of slopes $p+s$ and $p-s$ that cover equal projected lengths. The mean slope is still $p$, so the end points stay where they were, and the energy per projected length becomes $\tfrac12\big(f(p+s)+f(p-s)\big)$. Faceting pays when this is less than $f(p)$.

The combination $\gamma+\gamma''$ is the surface stiffness. The claim is that
$$f''(p)=(\gamma+\gamma'')(\theta)\cos^3\theta,\qquad \theta=\arctan p,$$
and that negative stiffness at $\theta$ makes faceting pay for all sufficiently small $s>0$.

## Two derivatives

With $\theta=\arctan p$,
$$\cos\theta=\frac1{\sqrt{1+p^2}},\qquad \sin\theta=\frac p{\sqrt{1+p^2}},\qquad \frac{d\theta}{dp}=\frac1{1+p^2}=\cos^2\theta.$$
The product and chain rules give
$$f'(p)=\frac{\gamma'(\theta)}{1+p^2}\sqrt{1+p^2}+\gamma(\theta)\frac{p}{\sqrt{1+p^2}}=\gamma'\cos\theta+\gamma\sin\theta.$$
Differentiate this in $\theta$ and multiply by $d\theta/dp$:
$$f''(p)=\big(\gamma''\cos\theta-\gamma'\sin\theta+\gamma'\sin\theta+\gamma\cos\theta\big)\cos^2\theta=(\gamma+\gamma'')\cos^3\theta.$$
Since $|\theta|<\pi/2$, the cosine is positive, and $f''$ has the sign of the stiffness.

## From curvature to faceting

Suppose $f''(p)<0$. By the definition of the derivative, there is a $\delta>0$ such that
$$\frac{f'(x)-f'(p)}{x-p}<0\quad\text{whenever } 0<|x-p|<\delta.$$
So $f'$ is smaller than $f'(p)$ just right of $p$ and larger just left of it. For $0<s<\delta$, the mean value theorem supplies $u\in(p,p+s)$ and $v\in(p-s,p)$ with
$$f(p+s)-f(p)=s f'(u)<s f'(p),\qquad f(p)-f(p-s)=s f'(v)>s f'(p).$$
Subtracting the second relation from the first gives $f(p+s)+f(p-s)-2f(p)<0$. Only the value of $f''$ at the single point $p$ was used, so $\gamma''$ need not be continuous.

The same formula gives a global statement. If the stiffness is nonnegative for all $|\theta|<\pi/2$, then $f''\ge0$ everywhere and $f$ is convex. If it is negative at some such $\theta$, the splitting just found at $p=\tan\theta$ violates convexity.

## How far the roof can tilt

In the opening example $\gamma+\gamma''=2-3\cos2\theta$, which is $-1$ at $\theta=0$. From $\cos2\theta=2\cos^2\theta-1$,
$$\gamma(\arctan p)=\frac{3+p^2}{1+p^2},\qquad f(p)=\frac{3+p^2}{\sqrt{1+p^2}}.$$
Since $f$ is even, slopes $\pm s$ beat the flat surface when $f(s)<3$. With $r=\sqrt{1+s^2}$ this reads $r^2+2<3r$, or $(r-1)(r-2)<0$. For $s\ne0$ we have $r>1$, so the condition is $r<2$, that is, $s^2<3$.

## Local instability and full stability

The theorem called `herring_criterion` below is local: it concerns small $s$. Herring's name is also attached to the global question of whether any set of facets can beat a given surface. Negative stiffness settles that question in one direction only: the surface is unstable. Positive stiffness leaves it open.

The example shows why. Its stiffness is positive for $p^2>1/5$, yet for $1/5<p^2<1$ a mixture of slopes $+1$ and $-1$ with mean $p$ costs $2\sqrt2$, which is below $f(p)$. Such a surface resists splitting into slopes close to its own, but not into this mixture. This observation comes from the closed form of $f$ and is not among the theorems below.

## The statement in Lean

`stiffness γ θ` and `projectedEnergy γ p` are the two quantities above, defined for any function `γ : ℝ → ℝ`. The hypotheses `Differentiable ℝ γ` and `Differentiable ℝ (deriv γ)` say that $\gamma$ is twice differentiable; neither positivity nor periodicity is required. They exclude a $\gamma$ with cusps, such as a crystal has at the orientations of its flat facets. `HasDerivAt g a p` says that `g` is differentiable at `p` with derivative `a`.

In `herring_criterion` the orientation enters as `arctan p`. The bound `δ` may depend on $\gamma$ and $p$, and the inequality holds for every `s` between 0 and `δ`. `convex_iff_stiffness_nonneg` uses the open interval `Ioo (-(π / 2)) (π / 2)`, so vertical surfaces and overhangs are excluded.

The model is a surface whose height varies along one horizontal direction only. It has no energy for the edges between facets, no elastic interaction and no kinetics. Within those limits, and where $\gamma$ is smooth, a fit of $\gamma(\theta)$ to computed surface energies can be screened for unstable orientations: a negative $\gamma+\gamma''$ marks one. A positive value does not prove stability, and a smooth fit should not be trusted at a cusp.

```lean
import Mathlib

open Real Set

namespace HerringFaceting

noncomputable section

/-- The surface stiffness `γ + γ''` at orientation `θ`. -/
def stiffness (γ : ℝ → ℝ) (θ : ℝ) : ℝ := γ θ + deriv (deriv γ) θ

/-- The energy per projected length of a surface of slope `p`, whose orientation is `arctan p`. -/
def projectedEnergy (γ : ℝ → ℝ) (p : ℝ) : ℝ := γ (arctan p) * √(1 + p ^ 2)

/-- The slope derivative of the projected energy is `γ sin θ + γ' cos θ` at `θ = arctan p`. -/
theorem hasDerivAt_projectedEnergy {γ : ℝ → ℝ} (hγ : Differentiable ℝ γ) (p : ℝ) :
    HasDerivAt (projectedEnergy γ)
      (γ (arctan p) * sin (arctan p) + deriv γ (arctan p) * cos (arctan p)) p := by
  have hpos : 0 < 1 + p ^ 2 := by positivity
  have hr : 0 < √(1 + p ^ 2) := Real.sqrt_pos.mpr hpos
  have h1 : HasDerivAt (fun x => γ (arctan x)) (deriv γ (arctan p) * (1 / (1 + p ^ 2))) p :=
    (hγ (arctan p)).hasDerivAt.comp p (Real.hasDerivAt_arctan p)
  have h0 : HasDerivAt (fun x : ℝ => 1 + x ^ 2) (2 * p) p := by
    simpa using (hasDerivAt_pow 2 p).const_add (1 : ℝ)
  have h2 : HasDerivAt (fun x : ℝ => √(1 + x ^ 2)) (p / √(1 + p ^ 2)) p :=
    (h0.sqrt hpos.ne').congr_deriv (mul_div_mul_left _ _ two_ne_zero)
  have h3 : HasDerivAt (projectedEnergy γ)
      (deriv γ (arctan p) * (1 / (1 + p ^ 2)) * √(1 + p ^ 2)
        + γ (arctan p) * (p / √(1 + p ^ 2))) p := h1.fun_mul h2
  refine h3.congr_deriv ?_
  have key : 1 / (1 + p ^ 2) * √(1 + p ^ 2) = 1 / √(1 + p ^ 2) := by
    rw [div_mul_eq_mul_div, one_mul, div_eq_div_iff hpos.ne' hr.ne',
      Real.mul_self_sqrt hpos.le, one_mul]
  rw [Real.sin_arctan, Real.cos_arctan]
  linear_combination deriv γ (arctan p) * key

/-- The second slope derivative of the projected energy is the stiffness times `cos³ θ`,
at `θ = arctan p`. -/
theorem hasDerivAt_deriv_projectedEnergy {γ : ℝ → ℝ} (hγ : Differentiable ℝ γ)
    (hγ' : Differentiable ℝ (deriv γ)) (p : ℝ) :
    HasDerivAt (deriv (projectedEnergy γ))
      (stiffness γ (arctan p) * cos (arctan p) ^ 3) p := by
  have hd : deriv (projectedEnergy γ) = fun q =>
      γ (arctan q) * sin (arctan q) + deriv γ (arctan q) * cos (arctan q) :=
    funext fun q => (hasDerivAt_projectedEnergy hγ q).deriv
  rw [hd]
  -- differentiate in the angle first, then use dθ/dp = cos² θ
  have hG : HasDerivAt (fun t => γ t * sin t + deriv γ t * cos t)
      ((deriv γ (arctan p) * sin (arctan p) + γ (arctan p) * cos (arctan p))
        + (deriv (deriv γ) (arctan p) * cos (arctan p)
          + deriv γ (arctan p) * (-sin (arctan p)))) (arctan p) :=
    ((hγ _).hasDerivAt.fun_mul (Real.hasDerivAt_sin _)).fun_add
      ((hγ' _).hasDerivAt.fun_mul (Real.hasDerivAt_cos _))
  have h := hG.comp p (Real.hasDerivAt_arctan p)
  refine HasDerivAt.congr_deriv h ?_
  rw [← Real.cos_sq_arctan p]
  unfold stiffness
  ring

/-- If an energy function has negative second derivative at `p`, the mean energy of the slopes
`p + s` and `p - s` lies below the energy at `p` for all small `s > 0`. -/
theorem midpoint_lt_of_second_deriv_neg {f : ℝ → ℝ} {p c : ℝ} (hf : Differentiable ℝ f)
    (h2 : HasDerivAt (deriv f) c p) (hc : c < 0) :
    ∃ δ > 0, ∀ s, 0 < s → s < δ → (f (p + s) + f (p - s)) / 2 < f p := by
  have h := (hasDerivAt_iff_tendsto_slope.mp h2).eventually_lt_const hc
  rw [eventually_nhdsWithin_iff, Metric.eventually_nhds_iff] at h
  obtain ⟨δ, hδ, h⟩ := h
  refine ⟨δ, hδ, fun s hs hsδ => ?_⟩
  -- mean value theorem on either side of p
  obtain ⟨u, ⟨hu1, hu2⟩, hu⟩ := exists_deriv_eq_slope f (show p < p + s by linarith)
    hf.continuous.continuousOn hf.differentiableOn
  obtain ⟨v, ⟨hv1, hv2⟩, hv⟩ := exists_deriv_eq_slope f (show p - s < p by linarith)
    hf.continuous.continuousOn hf.differentiableOn
  have hu3 := @h u (by rw [Real.dist_eq, abs_lt]; constructor <;> linarith)
    (show u ≠ p from hu1.ne')
  have hv3 := @h v (by rw [Real.dist_eq, abs_lt]; constructor <;> linarith)
    (show v ≠ p from hv2.ne)
  rw [slope_def_field] at hu3 hv3
  -- the derivative is smaller to the right of p and larger to the left
  have hu4 : deriv f u < deriv f p := by
    by_contra hcon
    rw [not_lt] at hcon
    exact absurd hu3 (not_lt_of_ge (div_nonneg (by linarith) (by linarith)))
  have hv4 : deriv f p < deriv f v := by
    by_contra hcon
    rw [not_lt] at hcon
    exact absurd hv3 (not_lt_of_ge (div_nonneg_of_nonpos (by linarith) (by linarith)))
  rw [hu, div_lt_iff₀ (by linarith)] at hu4
  rw [hv, lt_div_iff₀ (by linarith)] at hv4
  nlinarith

/-- Herring criterion: where the stiffness is negative, replacing the flat surface of slope `p`
by equal projected lengths of slopes `p + s` and `p - s` lowers the energy for all small `s > 0`. -/
theorem herring_criterion {γ : ℝ → ℝ} (hγ : Differentiable ℝ γ)
    (hγ' : Differentiable ℝ (deriv γ)) {p : ℝ} (hneg : stiffness γ (arctan p) < 0) :
    ∃ δ > 0, ∀ s, 0 < s → s < δ →
      (projectedEnergy γ (p + s) + projectedEnergy γ (p - s)) / 2 < projectedEnergy γ p :=
  midpoint_lt_of_second_deriv_neg
    (fun q => (hasDerivAt_projectedEnergy hγ q).differentiableAt)
    (hasDerivAt_deriv_projectedEnergy hγ hγ' p)
    (mul_neg_of_neg_of_pos hneg (pow_pos (Real.cos_arctan_pos p) 3))

/-- The projected energy is a convex function of slope exactly when the stiffness is nonnegative
at every orientation strictly between `-π/2` and `π/2`. -/
theorem convex_iff_stiffness_nonneg {γ : ℝ → ℝ} (hγ : Differentiable ℝ γ)
    (hγ' : Differentiable ℝ (deriv γ)) :
    ConvexOn ℝ univ (projectedEnergy γ) ↔
      ∀ θ ∈ Ioo (-(π / 2)) (π / 2), 0 ≤ stiffness γ θ := by
  constructor
  · intro hconv θ hθ
    by_contra hcon
    rw [not_le, ← Real.arctan_tan hθ.1 hθ.2] at hcon
    -- a negative stiffness would give a facet pair violating convexity
    obtain ⟨δ, hδ, h⟩ := herring_criterion hγ hγ' hcon
    have h1 := h (δ / 2) (by linarith) (by linarith)
    have h2 := hconv.2 (mem_univ (tan θ + δ / 2)) (mem_univ (tan θ - δ / 2))
      (show (0 : ℝ) ≤ 1 / 2 by norm_num) (show (0 : ℝ) ≤ 1 / 2 by norm_num) (by norm_num)
    simp only [smul_eq_mul] at h2
    rw [show 1 / 2 * (tan θ + δ / 2) + 1 / 2 * (tan θ - δ / 2) = tan θ by ring] at h2
    linarith
  · intro h
    refine convexOn_univ_of_deriv2_nonneg
      (fun q => (hasDerivAt_projectedEnergy hγ q).differentiableAt)
      (fun q => (hasDerivAt_deriv_projectedEnergy hγ hγ' q).differentiableAt) (fun q => ?_)
    change 0 ≤ deriv (deriv (projectedEnergy γ)) q
    rw [(hasDerivAt_deriv_projectedEnergy hγ hγ' q).deriv]
    exact mul_nonneg (h _ ⟨Real.neg_pi_div_two_lt_arctan q, Real.arctan_lt_pi_div_two q⟩)
      (pow_pos (Real.cos_arctan_pos q) 3).le

/-- A model surface energy with twofold anisotropy, `γ(θ) = 2 + cos 2θ`. -/
def twofoldEnergy (θ : ℝ) : ℝ := 2 + cos (2 * θ)

/-- The twofold model has stiffness `-1` at orientation zero. -/
theorem twofold_stiffness_zero : stiffness twofoldEnergy 0 = -1 := by
  have h2 : ∀ t : ℝ, HasDerivAt (fun x : ℝ => 2 * x) 2 t := fun t => by
    simpa using (hasDerivAt_id t).const_mul (2 : ℝ)
  have hd : deriv twofoldEnergy = fun t => -sin (2 * t) * 2 :=
    funext fun t => HasDerivAt.deriv ((h2 t).cos.const_add 2)
  have hdd : deriv (fun t : ℝ => -sin (2 * t) * 2) 0 = -(cos (2 * 0) * 2) * 2 :=
    HasDerivAt.deriv ((h2 0).sin.fun_neg.mul_const 2)
  rw [stiffness, hd, hdd, twofoldEnergy, mul_zero, Real.cos_zero]
  norm_num

/-- In the twofold model, splitting the surface of slope zero into slopes `s` and `-s`, with
`s ≠ 0`, lowers the energy exactly when `s² < 3`. -/
theorem twofold_faceting_window {s : ℝ} (hs : s ≠ 0) :
    (projectedEnergy twofoldEnergy s + projectedEnergy twofoldEnergy (-s)) / 2
      < projectedEnergy twofoldEnergy 0 ↔ s ^ 2 < 3 := by
  have hf : ∀ q, projectedEnergy twofoldEnergy q = (3 + q ^ 2) / √(1 + q ^ 2) := by
    intro q
    have hpos : 0 < 1 + q ^ 2 := by positivity
    have h : 1 / (1 + q ^ 2) * (1 + q ^ 2) = 1 := one_div_mul_cancel hpos.ne'
    rw [projectedEnergy, twofoldEnergy, Real.cos_two_mul, Real.cos_sq_arctan,
      eq_div_iff (Real.sqrt_pos.mpr hpos).ne', mul_assoc, Real.mul_self_sqrt hpos.le]
    linear_combination 2 * h
  have h0 : projectedEnergy twofoldEnergy 0 = 3 := by rw [hf]; norm_num
  have hpos : 0 < 1 + s ^ 2 := by positivity
  have hr : 0 < √(1 + s ^ 2) := Real.sqrt_pos.mpr hpos
  have hsq : √(1 + s ^ 2) * √(1 + s ^ 2) = 1 + s ^ 2 := Real.mul_self_sqrt hpos.le
  have hs2 : 0 < s ^ 2 := by positivity
  rw [h0, hf s, hf (-s), neg_sq, add_self_div_two, div_lt_iff₀ hr]
  -- with r = √(1 + s²) > 1 the condition reads (r - 1)(r - 2) < 0
  generalize √(1 + s ^ 2) = r at hr hsq ⊢
  have hr1 : 1 < r := by nlinarith
  constructor
  · intro h
    have hr2 : r < 2 := by nlinarith
    nlinarith
  · intro h
    have hr2 : r < 2 := by nlinarith
    nlinarith [mul_pos (sub_pos.mpr hr1) (sub_pos.mpr hr2)]

end

end HerringFaceting
```

```lean
#print axioms HerringFaceting.herring_criterion
#print axioms HerringFaceting.convex_iff_stiffness_nonneg
#print axioms HerringFaceting.twofold_stiffness_zero
#print axioms HerringFaceting.twofold_faceting_window
```

```
'HerringFaceting.herring_criterion' depends on axioms: [propext, Classical.choice, Quot.sound]
'HerringFaceting.convex_iff_stiffness_nonneg' depends on axioms: [propext, Classical.choice, Quot.sound]
'HerringFaceting.twofold_stiffness_zero' depends on axioms: [propext, Classical.choice, Quot.sound]
'HerringFaceting.twofold_faceting_window' depends on axioms: [propext, Classical.choice, Quot.sound]
```

## How the proof follows the derivation

`hasDerivAt_projectedEnergy` computes $f'$. Its steps `h1` and `h2` differentiate $\gamma(\arctan p)$ and the square root, and `h3` is the product rule. The identity `key` simplifies $\sqrt{1+p^2}/(1+p^2)$, after which `linear_combination` matches the result to the form in sines and cosines.

`hasDerivAt_deriv_projectedEnergy` first replaces `deriv (projectedEnergy γ)` by that formula. Then `hG` differentiates in the angle, and `hG.comp` supplies the factor $d\theta/dp$. Rewriting with `Real.cos_sq_arctan` turns this factor into $\cos^2\theta$, and `ring` cancels the $\gamma'$ terms.

`midpoint_lt_of_second_deriv_neg` concerns any differentiable $f$. The limit of difference quotients of $f'$ gives `δ`, and two uses of `exists_deriv_eq_slope`, the mean value theorem, give `u` and `v`. The facts `hu4` and `hv4` compare $f'(u)$ and $f'(v)$ with $f'(p)$; `nlinarith` combines the resulting inequalities. `herring_criterion` applies this lemma to the projected energy, using the positivity of $\cos^3\theta$.

In `convex_iff_stiffness_nonneg`, the forward direction assumes a negative stiffness, takes the splitting with $s=\delta/2$ at slope $\tan\theta$, and contradicts convexity with weights $1/2$. The reverse direction is Mathlib's second-derivative test for convexity.

For the example, `twofold_stiffness_zero` differentiates the cosine twice. `twofold_faceting_window` proves the closed form of $f$ as `hf`, names the square root `r`, and settles both directions through the inequality $(r-1)(r-2)<0$.

## A different model and a neighbouring result

The energy could have been modelled as a function of a normal vector of any length, $\Gamma(n)=|n|\,\gamma(n/|n|)$, with $\gamma$ now a function of direction. Convexity of $\Gamma$ would then test every orientation, including vertical surfaces and overhangs, without a preferred horizontal axis. The price is a function that is in general not differentiable at $n=0$.

The midpoint argument applied to $-f$ gives the opposite case: where the stiffness is positive, every sufficiently small symmetric splitting raises the energy.
